# Two-electron Hubbard model: a doubly occupied orbital \(f\) is unstable to opposite-spin mixing with \(g\) when the one-electron gap is below \(U\sum_i(f_i^4+f_i^2g_i^2)\)

Two electrons of opposite spin share two sites. Hopping between the sites has amplitude \(-t\) with \(t>0\), and the electrons repel with energy \(U>0\) when they are on the same site. If both occupy the bonding orbital \(f=(1,1)/\sqrt2\), the energy is \(-2t+U/2\), because they meet on one site half of the time.

Now mix in the antibonding orbital \(g=(1,-1)/\sqrt2\) with opposite signs for the two spins: \(\cos a\,f+\sin a\,g\) for spin up, \(\cos a\,f-\sin a\,g\) for spin down. The up electron leans towards the first site and the down electron towards the second when \(a\) is small and positive. This costs kinetic energy and saves repulsion. The energy changes by

\[
2\sin^2 a\,(2t-U)+2U\sin^4 a ,
\]

so a small tilt pays as soon as \(U>2t\).

## The energy change at every mixing angle

The same balance holds on any finite set of sites. Let \(h\) be a real one-electron matrix and let \(f,g\) be real orthonormal orbitals. Define

\[
\Delta=\langle g,hg\rangle-\langle f,hf\rangle,\qquad
K=\sum_i(f_i^4+f_i^2g_i^2),\qquad
Q=\sum_i(f_i^2+g_i^2)^2 .
\]

With \(E(a)\) the energy of the determinant with the two tilted orbitals,

\[
E(a)-E(0)=2\sin^2 a\,(\Delta-UK)+U\sin^4 a\,Q .
\]

If \(\Delta<UK\), every sufficiently small nonzero \(a\) gives \(E(a)<E(0)\). For \(U\ge 0\) this happens exactly when \(U>\Delta/K\). The two-site case has \(\Delta=2t\), \(K=1\) and \(Q=2\).

The gap \(\Delta\) is taken with the bare matrix \(h\). In general it differs from the gap between Hartree–Fock orbital energies, which also contain the mean field. In the two-site example the mean field is the same on both sites and the two gaps agree.

## Breaking spin symmetry in an unrestricted start

An unrestricted self-consistent calculation that starts from equal up and down densities normally keeps them equal. A common remedy is to mix an occupied and an empty orbital with opposite signs for the two spins. For two electrons with on-site repulsion, the criterion tells whether a small mixing of this kind already lowers the energy. If \(f\) is a converged restricted Hartree–Fock orbital, such a lowering is a triplet instability, tested along the single direction set by \(g\).

The identity also supplies a reference value for an energy routine at any angle. For \(U>0\) and \(\Delta<UK\), solving it for the angle shows that the energy is lowered when \(0<\sin^2 a<2(UK-\Delta)/(UQ)\), which is the range of tilts that start below the untilted energy. A larger tilt may still be a useful start, because the iteration can lower the energy afterwards.

## From the Hamiltonian to the quartic in \(\sin a\)

Let \(\psi_{ij}\) be the amplitude for the up electron at site \(i\) and the down electron at site \(j\). The Hamiltonian acts as

\[
(H\psi)_{ij}=\sum_k h_{ik}\psi_{kj}+\sum_k h_{jk}\psi_{ik}+U\delta_{ij}\psi_{ij}.
\]

For a product \(\psi_{ij}=u_iv_j\), the double sum factorises:

\[
\langle\psi,H\psi\rangle=\langle u,hu\rangle\langle v,v\rangle+\langle u,u\rangle\langle v,hv\rangle+U\sum_i u_i^2v_i^2 .
\]

Write \(c=\cos a\), \(s=\sin a\), \(u=cf+sg\) and \(v=cf-sg\). Both orbitals are normalised, since their squared norms are \(c^2+s^2\pm2cs\langle f,g\rangle=1\).

The one-electron energies are

\[
c^2\langle f,hf\rangle+s^2\langle g,hg\rangle\pm cs\,(\langle f,hg\rangle+\langle g,hf\rangle),
\]

with the upper sign for \(u\). The mixed terms cancel in the sum, which leaves \(2c^2\langle f,hf\rangle+2s^2\langle g,hg\rangle\). Replacing \(c^2\) by \(1-s^2\) turns this into \(2\langle f,hf\rangle+2s^2\Delta\).

For the repulsion, \(u_iv_i=c^2f_i^2-s^2g_i^2=f_i^2-s^2(f_i^2+g_i^2)\). Squaring and summing gives

\[
\sum_i u_i^2v_i^2=\sum_i f_i^4-2s^2K+s^4Q .
\]

Subtracting \(E(0)=2\langle f,hf\rangle+U\sum_i f_i^4\) yields the identity.

Suppose \(\Delta<UK\). The function \(2(\Delta-UK)+Us^2Q\) is continuous in \(a\) and negative at \(a=0\), so it stays negative nearby. For these nearby angles, if also \(0<|a|<\pi\), we have \(s^2>0\), and multiplying by \(s^2\) gives \(E(a)<E(0)\).

Conversely, if \(U\ge0\) and \(\Delta\ge UK\), both terms of the identity are nonnegative and no angle lowers the energy. Since \(f\) is normalised, some \(f_i\) is nonzero and \(K>0\). Dividing by \(K\) gives the threshold \(\Delta/K\).

## The complete Lean source

```lean
import Mathlib

open Matrix Filter Topology

namespace HubbardUHFInstability

noncomputable section

variable {n : Type*}

/-- The spin-up orbital `cos a f + sin a g`. -/
def orbUp (f g : n → ℝ) (a : ℝ) : n → ℝ := Real.cos a • f + Real.sin a • g

/-- The spin-down orbital `cos a f - sin a g`. -/
def orbDown (f g : n → ℝ) (a : ℝ) : n → ℝ := Real.cos a • f - Real.sin a • g

/-- At each site the squares of the spin-up and spin-down orbitals differ by `2 sin(2a) fᵢ gᵢ`. For
orthonormal `f` and `g` this is the local spin density, up minus down. -/
theorem spin_density (f g : n → ℝ) (a : ℝ) (i : n) :
    orbUp f g a i ^ 2 - orbDown f g a i ^ 2 = 2 * Real.sin (2 * a) * (f i * g i) := by
  simp only [orbUp, orbDown, Pi.add_apply, Pi.sub_apply, Pi.smul_apply, smul_eq_mul,
    Real.sin_two_mul]
  ring

variable [Fintype n]

/-- The one-electron gap `⟨g, hg⟩ - ⟨f, hf⟩`. -/
def gap (h : Matrix n n ℝ) (f g : n → ℝ) : ℝ := g ⬝ᵥ h *ᵥ g - f ⬝ᵥ h *ᵥ f

/-- The overlap sum `∑ (fᵢ⁴ + fᵢ² gᵢ²)` that multiplies `U` in the instability criterion. -/
def overlapSum (f g : n → ℝ) : ℝ := ∑ i, (f i ^ 4 + f i ^ 2 * g i ^ 2)

/-- If `f` and `g` are orthonormal, both tilted orbitals are normalised at every angle. -/
theorem orbitals_normalised {f g : n → ℝ} (hf : f ⬝ᵥ f = 1) (hg : g ⬝ᵥ g = 1)
    (hfg : f ⬝ᵥ g = 0) (a : ℝ) :
    orbUp f g a ⬝ᵥ orbUp f g a = 1 ∧ orbDown f g a ⬝ᵥ orbDown f g a = 1 := by
  have hgf : g ⬝ᵥ f = 0 := by rw [dotProduct_comm, hfg]
  constructor
  · simp only [orbUp, add_dotProduct, dotProduct_add, smul_dotProduct, dotProduct_smul,
      smul_eq_mul, hf, hg, hfg, hgf]
    linear_combination Real.sin_sq_add_cos_sq a
  · simp only [orbDown, sub_dotProduct, dotProduct_sub, smul_dotProduct, dotProduct_smul,
      smul_eq_mul, hf, hg, hfg, hgf]
    linear_combination Real.sin_sq_add_cos_sq a

variable [DecidableEq n]

/-- The Hubbard Hamiltonian with one-electron matrix `h` and on-site repulsion `U`, acting on the
amplitude `ψ i j` for the spin-up electron at site `i` and the spin-down electron at site `j`. -/
def hubbard (h : Matrix n n ℝ) (U : ℝ) (ψ : n → n → ℝ) : n → n → ℝ := fun i j =>
  ∑ k, h i k * ψ k j + ∑ k, h j k * ψ i k + if i = j then U * ψ i j else 0

/-- The expression `⟨ψ, Hψ⟩` for the product `ψ i j = u i * v j` of a spin-up orbital `u` and a
spin-down orbital `v`. -/
def energy (h : Matrix n n ℝ) (U : ℝ) (u v : n → ℝ) : ℝ :=
  ∑ i, ∑ j, u i * v j * hubbard h U (fun k l => u k * v l) i j

/-- The expression `energy` for the two opposite-spin orbitals tilted by the angle `a`. For
orthonormal `f` and `g` it is the Hubbard energy of a normalised state. -/
def uhfEnergy (h : Matrix n n ℝ) (U : ℝ) (f g : n → ℝ) (a : ℝ) : ℝ :=
  energy h U (orbUp f g a) (orbDown f g a)

/-- For normalised orbitals the energy is the sum of the two one-electron energies and the
repulsion `U ∑ uᵢ² vᵢ²` of the two densities. -/
theorem energy_eq (h : Matrix n n ℝ) (U : ℝ) {u v : n → ℝ}
    (hu : u ⬝ᵥ u = 1) (hv : v ⬝ᵥ v = 1) :
    energy h U u v = u ⬝ᵥ h *ᵥ u + v ⬝ᵥ h *ᵥ v + U * ∑ i, u i ^ 2 * v i ^ 2 := by
  -- each term of the double sum factorises into an up part and a down part
  have key : ∀ i j, u i * v j * hubbard h U (fun k l => u k * v l) i j =
      (u i * (h *ᵥ u) i) * (v j * v j) + (u i * u i) * (v j * (h *ᵥ v) j)
        + if i = j then U * (u i ^ 2 * v i ^ 2) else 0 := by
    intro i j
    have h1 : ∑ k, h i k * (u k * v j) = (h *ᵥ u) i * v j := by
      simp only [Matrix.mulVec, dotProduct, Finset.sum_mul, mul_assoc]
    have h2 : ∑ k, h j k * (u i * v k) = u i * (h *ᵥ v) j := by
      simp only [Matrix.mulVec, dotProduct, Finset.mul_sum]
      exact Finset.sum_congr rfl fun k _ => by ring
    simp only [hubbard, h1, h2]
    split_ifs with e
    · subst e
      ring
    · ring
  have hu' : ∑ i, u i * u i = 1 := hu
  have hv' : ∑ i, v i * v i = 1 := hv
  simp only [energy, key, Finset.sum_add_distrib, ← Finset.mul_sum, ← Finset.sum_mul,
    Finset.sum_ite_eq, Finset.mem_univ, if_true]
  rw [hu', hv']
  simp only [dotProduct]
  ring

/-- For orthonormal `f` and `g`, the energy at angle `a` in terms of the one-electron energies
of `f` and `g` and their densities. -/
theorem uhfEnergy_eq (h : Matrix n n ℝ) (U : ℝ) {f g : n → ℝ} (hf : f ⬝ᵥ f = 1)
    (hg : g ⬝ᵥ g = 1) (hfg : f ⬝ᵥ g = 0) (a : ℝ) :
    uhfEnergy h U f g a = 2 * Real.cos a ^ 2 * (f ⬝ᵥ h *ᵥ f) + 2 * Real.sin a ^ 2 * (g ⬝ᵥ h *ᵥ g)
      + U * ∑ i, (Real.cos a ^ 2 * f i ^ 2 - Real.sin a ^ 2 * g i ^ 2) ^ 2 := by
  obtain ⟨hu, hv⟩ := orbitals_normalised hf hg hfg a
  have hint : ∑ i, orbUp f g a i ^ 2 * orbDown f g a i ^ 2 =
      ∑ i, (Real.cos a ^ 2 * f i ^ 2 - Real.sin a ^ 2 * g i ^ 2) ^ 2 := by
    refine Finset.sum_congr rfl fun i _ => ?_
    simp only [orbUp, orbDown, Pi.add_apply, Pi.sub_apply, Pi.smul_apply, smul_eq_mul]
    ring
  rw [uhfEnergy, energy_eq h U hu hv, hint]
  -- the terms mixing `f` and `g` cancel between the two spins
  simp only [orbUp, orbDown, Matrix.mulVec_add, Matrix.mulVec_sub, Matrix.mulVec_smul,
    add_dotProduct, sub_dotProduct, dotProduct_add, dotProduct_sub, smul_dotProduct,
    dotProduct_smul, smul_eq_mul]
  ring

/-- For orthonormal `f` and `g`, the exact energy change on tilting the orbitals by `a` has one
term in `sin² a` and one in `sin⁴ a`. -/
theorem uhfEnergy_sub (h : Matrix n n ℝ) (U : ℝ) {f g : n → ℝ} (hf : f ⬝ᵥ f = 1)
    (hg : g ⬝ᵥ g = 1) (hfg : f ⬝ᵥ g = 0) (a : ℝ) :
    uhfEnergy h U f g a - uhfEnergy h U f g 0 =
      2 * Real.sin a ^ 2 * (gap h f g - U * overlapSum f g)
        + U * Real.sin a ^ 4 * ∑ i, (f i ^ 2 + g i ^ 2) ^ 2 := by
  have hint : ∑ i, (Real.cos a ^ 2 * f i ^ 2 - Real.sin a ^ 2 * g i ^ 2) ^ 2 =
      ∑ i, f i ^ 4 + (-2 * Real.sin a ^ 2) * overlapSum f g
        + Real.sin a ^ 4 * ∑ i, (f i ^ 2 + g i ^ 2) ^ 2 := by
    unfold overlapSum
    rw [Finset.mul_sum, Finset.mul_sum, ← Finset.sum_add_distrib, ← Finset.sum_add_distrib]
    refine Finset.sum_congr rfl fun i _ => ?_
    rw [Real.cos_sq']
    ring
  have h0 : ∑ i, (Real.cos 0 ^ 2 * f i ^ 2 - Real.sin 0 ^ 2 * g i ^ 2) ^ 2 = ∑ i, f i ^ 4 := by
    refine Finset.sum_congr rfl fun i _ => ?_
    rw [Real.cos_zero, Real.sin_zero]
    ring
  rw [uhfEnergy_eq h U hf hg hfg a, uhfEnergy_eq h U hf hg hfg 0, hint, h0,
    Real.cos_zero, Real.sin_zero, Real.cos_sq', gap]
  ring

/-- UHF instability: if `f` and `g` are orthonormal and the one-electron gap is below
`U ∑ (fᵢ⁴ + fᵢ² gᵢ²)`, every sufficiently small nonzero tilt lowers the restricted energy. -/
theorem uhf_instability (h : Matrix n n ℝ) (U : ℝ) {f g : n → ℝ} (hf : f ⬝ᵥ f = 1)
    (hg : g ⬝ᵥ g = 1) (hfg : f ⬝ᵥ g = 0) (hgap : gap h f g < U * overlapSum f g) :
    ∀ᶠ a in 𝓝[≠] (0 : ℝ), uhfEnergy h U f g a < uhfEnergy h U f g 0 := by
  -- after division by `sin² a` the energy change is continuous and negative at `a = 0`
  have hc : Continuous fun a : ℝ => 2 * (gap h f g - U * overlapSum f g)
      + U * Real.sin a ^ 2 * ∑ i, (f i ^ 2 + g i ^ 2) ^ 2 :=
    continuous_const.add
      ((continuous_const.mul (Real.continuous_sin.pow 2)).mul continuous_const)
  have hneg : ∀ᶠ a in 𝓝 (0 : ℝ), 2 * (gap h f g - U * overlapSum f g)
      + U * Real.sin a ^ 2 * ∑ i, (f i ^ 2 + g i ^ 2) ^ 2 < 0 := by
    refine (isOpen_lt hc continuous_const).mem_nhds ?_
    simp only [Set.mem_ofPred_eq, Real.sin_zero]
    linarith
  have hpi : Set.Ioo (-Real.pi) Real.pi ∈ 𝓝 (0 : ℝ) :=
    Ioo_mem_nhds (by linarith [Real.pi_pos]) Real.pi_pos
  filter_upwards [nhdsWithin_le_nhds hneg, nhdsWithin_le_nhds hpi, self_mem_nhdsWithin]
    with a ha hapi hane
  have hsin : Real.sin a ≠ 0 := fun hs =>
    hane ((Real.sin_eq_zero_iff_of_lt_of_lt hapi.1 hapi.2).1 hs)
  have hs2 : 0 < Real.sin a ^ 2 := by positivity
  have hprod := mul_neg_of_pos_of_neg hs2 ha
  have hsub := uhfEnergy_sub h U hf hg hfg a
  nlinarith [hprod, hsub]

/-- For orthonormal `f` and `g` and `U ≥ 0`, if the gap is at least `U ∑ (fᵢ⁴ + fᵢ² gᵢ²)`, then
no tilt angle, small or large, lowers the restricted energy. -/
theorem restricted_stable (h : Matrix n n ℝ) {U : ℝ} (hU : 0 ≤ U) {f g : n → ℝ}
    (hf : f ⬝ᵥ f = 1) (hg : g ⬝ᵥ g = 1) (hfg : f ⬝ᵥ g = 0)
    (hgap : U * overlapSum f g ≤ gap h f g) (a : ℝ) :
    uhfEnergy h U f g 0 ≤ uhfEnergy h U f g a := by
  have hsub := uhfEnergy_sub h U hf hg hfg a
  have h1 : 0 ≤ 2 * Real.sin a ^ 2 * (gap h f g - U * overlapSum f g) :=
    mul_nonneg (by positivity) (by linarith)
  have h2 : 0 ≤ U * Real.sin a ^ 4 * ∑ i, (f i ^ 2 + g i ^ 2) ^ 2 := by positivity
  linarith

/-- For orthonormal `f` and `g` and `U ≥ 0`, all small nonzero tilts lower the restricted energy
exactly when `U` exceeds the gap divided by `∑ (fᵢ⁴ + fᵢ² gᵢ²)`. -/
theorem critical_repulsion (h : Matrix n n ℝ) {U : ℝ} (hU : 0 ≤ U) {f g : n → ℝ}
    (hf : f ⬝ᵥ f = 1) (hg : g ⬝ᵥ g = 1) (hfg : f ⬝ᵥ g = 0) :
    (∀ᶠ a in 𝓝[≠] (0 : ℝ), uhfEnergy h U f g a < uhfEnergy h U f g 0) ↔
      gap h f g / overlapSum f g < U := by
  -- a normalised orbital is nonzero at some site, so the overlap sum is positive
  have hK : 0 < overlapSum f g := by
    obtain ⟨i, hi⟩ : ∃ i, f i ≠ 0 := by
      by_contra! hcon
      simp [dotProduct, hcon] at hf
    exact Finset.sum_pos' (fun j _ => by positivity) ⟨i, Finset.mem_univ i, by positivity⟩
  rw [div_lt_iff₀ hK]
  constructor
  · intro hlow
    by_contra hcon
    obtain ⟨a, ha⟩ := hlow.exists
    exact not_lt_of_ge (restricted_stable h hU hf hg hfg (not_lt.1 hcon) a) ha
  · exact uhf_instability h U hf hg hfg

end

end HubbardUHFInstability
```

```lean
#print axioms HubbardUHFInstability.spin_density
-- 'HubbardUHFInstability.spin_density' depends on axioms: [propext, Classical.choice, Quot.sound]
#print axioms HubbardUHFInstability.energy_eq
-- 'HubbardUHFInstability.energy_eq' depends on axioms: [propext, Classical.choice, Quot.sound]
#print axioms HubbardUHFInstability.critical_repulsion
-- 'HubbardUHFInstability.critical_repulsion' depends on axioms: [propext, Classical.choice, Quot.sound]
```

## Lean definitions in terms of sites and spins

The finite type `n` labels the sites. `hubbard` is the Hamiltonian above, acting on the amplitude for one up and one down electron, and `energy` is \(\langle\psi,H\psi\rangle\) for a product. It contains no division by the norm; `orbitals_normalised` shows that the norm is one along the whole path. `gap` and `overlapSum` are \(\Delta\) and \(K\).

The name `uhfEnergy` means the energy at a chosen angle, not the minimum that an unrestricted Hartree–Fock calculation seeks. The hypotheses `hf`, `hg` and `hfg` state orthonormality. In `uhf_instability`, the expression `∀ᶠ a in 𝓝[≠] (0 : ℝ)` says that the inequality holds for all nonzero angles in some interval around zero.

Neither symmetry of `h` nor a sign of `U` is assumed there, so the Hermitian, repulsive case is included. The converse, `restricted_stable`, does assume `0 ≤ U`: for \(U<0\) and \(\Delta=UK\), the quartic term alone lowers the energy.

`spin_density` gives the local difference of up and down densities as \(2\sin(2a)f_ig_i\). This is a difference of occupations, without the factor \(1/2\) of the spin operator.

## The algebra and the limit in the proofs

In `energy_eq`, the auxiliary statement `key` factorises each term of the double sum, treating \(i=j\) and \(i\ne j\) separately. `uhfEnergy_eq` inserts the tilted orbitals and cancels the mixed terms. `uhfEnergy_sub` replaces \(\cos^2a\) by \(1-\sin^2a\) and collects powers; `ring` finishes both calculations.

In `uhf_instability`, `hc` and `hneg` carry the continuity argument for the energy change divided by \(\sin^2a\). The step `filter_upwards` combines it with \(|a|<\pi\) and \(a\ne0\), which gives `hsin`, `hprod` multiplies back by \(\sin^2a\), and `nlinarith` combines the result with the identity.

`restricted_stable` adds the two nonnegative terms. `critical_repulsion` first proves \(K>0\) as `hK`. For one direction it uses the instability theorem; for the other it picks an actual angle that lowers the energy, which contradicts `restricted_stable`.

## A guarantee for one pair of orbitals

The theorems guarantee the energy formula at every angle, the instability near zero, and the threshold for \(U\ge0\), for any finite lattice and any real orthonormal pair.

They do not require \(f\) to be a converged restricted orbital. Inserting that orbital is the step that turns the result into a statement about an actual restricted Hartree–Fock solution, and the user has to supply it.

Stability is likewise relative to \(g\): when `restricted_stable` applies, another empty orbital, or a combination of several, may still lower the energy. Nothing is said about where a self-consistent iteration converges, about more than two electrons, about interactions between different sites, or about floating-point rounding. A lower determinant energy also doesn't imply that the exact ground state is spin-polarised: in the two-site example it is a singlet with zero local spin density at every \(U>0\).
